# Explicit weights for least-squares linear extrapolation of Fock matrices from N ≥ 2 equally spaced steps

A past Fock datum is treated here as a vector in a real inner product space $E$. With $E=\mathbb R$ it is a single real matrix element. With $E$ a space of real matrices under the Frobenius product it is a whole Fock matrix, and the squared norm is then the sum of the squared elements. No dimension is fixed, and nothing about the self-consistent field (SCF) equations enters: the history is a given list of vectors.

```lean
import Mathlib

open Finset

namespace FockExtrapolation

noncomputable section

variable {E : Type*} [NormedAddCommGroup E] [InnerProductSpace ℝ E]
```

## The line through the history

Let $y_k\in E$ be the datum taken $k$ molecular dynamics steps back, for $k=1,\dots,N$ with $N\ge 2$. The steps are equally spaced in time. A straight line $a+kb$ with $a,b\in E$ has the value $a$ at $k=0$, the present step, where no Fock matrix is known yet. Since $k$ counts backwards, $b$ is the change per step into the past, and the forward time derivative of the line is $-b$ divided by the time step.

Setting the derivatives of $\sum_k\|y_k-a-kb\|^2$ with respect to $a$ and $b$ to zero gives

$$\sum_k y_k = N a+\tfrac{N(N+1)}{2}\,b,\qquad \sum_k k\,y_k=\tfrac{N(N+1)}{2}\,a+\tfrac{N(N+1)(2N+1)}{6}\,b .$$

The determinant of this system is

$$\tfrac{N^2(N+1)(2N+1)}{6}-\tfrac{N^2(N+1)^2}{4}=\tfrac{N^2(N+1)(N-1)}{12},$$

which is nonzero for $N\ge2$. Cramer's rule for $a$ gives

$$a=\frac{2(2N+1)\sum_k y_k-6\sum_k k\,y_k}{N(N-1)}=\sum_k w_k\,y_k,\qquad w_k=\frac{4N+2-6k}{N(N-1)} .$$

```lean
/-- Weight of the Fock data taken `k` steps back in the extrapolated present value,
for `N ≥ 2` past steps. -/
def weight (N k : ℕ) : ℝ := (4 * N + 2 - 6 * k) / (N * (N - 1))
```

For $b$ it gives

$$b=\frac{12\sum_k k\,y_k-6(N+1)\sum_k y_k}{N(N-1)(N+1)}=\sum_k v_k\,y_k,\qquad v_k=\frac{12k-6(N+1)}{N(N-1)(N+1)} .$$

```lean
/-- Weight of the Fock data taken `k` steps back in the fitted slope, for `N ≥ 2` past steps. -/
def slopeWeight (N k : ℕ) : ℝ := (12 * k - 6 * (N + 1)) / (N * (N - 1) * (N + 1))
```

Write $\hat a=\sum_k w_ky_k$ and $\hat b=\sum_k v_ky_k$ for these two vectors. In Lean the history is a function `y : ℕ → E`, of which only the values on `Icc 1 N`, the integers from 1 to $N$, are used. The symbol `•` multiplies a vector by a real number.

```lean
/-- The present value extrapolated from `N ≥ 2` past steps. -/
def extrapolated (N : ℕ) (y : ℕ → E) : E := ∑ k ∈ Icc 1 N, weight N k • y k

/-- The fitted change per step backwards in time, from `N ≥ 2` past steps. -/
def slope (N : ℕ) (y : ℕ → E) : E := ∑ k ∈ Icc 1 N, slopeWeight N k • y k
```

The quantity to be minimized is the sum of squared residuals, with every past step counted equally.

```lean
/-- Sum of squared deviations of the past data from the straight line `a + k b`. -/
def misfit (N : ℕ) (y : ℕ → E) (a b : E) : ℝ :=
  ∑ k ∈ Icc 1 N, ‖y k - a - (k : ℝ) • b‖ ^ 2
```

## The explicit fit satisfies the normal equations

The power sums follow by induction from $N=0$, where all three vanish. Adding the next term gives

$$\tfrac{n(n+1)}2+(n+1)=\tfrac{(n+1)(n+2)}2,\qquad \tfrac{n(n+1)(2n+1)}6+(n+1)^2=\tfrac{(n+1)(n+2)(2n+3)}6,$$

$$\tfrac{n^2(n+1)^2}4+(n+1)^3=\tfrac{(n+1)^2(n+2)^2}4 .$$

The sum of cubes is needed only later, for the response to curvature.

```lean
/-- Closed forms of the sums of the first, second and third powers of the step index. -/
theorem power_sums (N : ℕ) :
    ∑ k ∈ Icc 1 N, (k : ℝ) = N * (N + 1) / 2 ∧
    ∑ k ∈ Icc 1 N, (k : ℝ) ^ 2 = N * (N + 1) * (2 * N + 1) / 6 ∧
    ∑ k ∈ Icc 1 N, (k : ℝ) ^ 3 = N ^ 2 * (N + 1) ^ 2 / 4 := by
  induction N with
  | zero => simp
  | succ n ih =>
    obtain ⟨h1, h2, h3⟩ := ih
    refine ⟨?_, ?_, ?_⟩
    · rw [sum_Icc_succ_top (by omega), h1]; push_cast; ring
    · rw [sum_Icc_succ_top (by omega), h2]; push_cast; ring
    · rw [sum_Icc_succ_top (by omega), h3]; push_cast; ring
```

The formal proof does not differentiate. It inserts $\hat a$ and $\hat b$ into the normal equations and compares the coefficients of each $y_k$:

$$N w_k+\tfrac{N(N+1)}2v_k=\frac{(4N+2-6k)+(6k-3N-3)}{N-1}=1,$$

$$\tfrac{N(N+1)}2w_k+\tfrac{N(N+1)(2N+1)}6v_k=\frac{(N+1)(2N+1-3k)+(2N+1)(2k-N-1)}{N-1}=k .$$

With the residuals $r_k=y_k-\hat a-k\hat b$, this says that $\sum_k r_k=0$ and $\sum_k k\,r_k=0$. In the code, `field_simp` and `ring` verify the two coefficient identities, and `module` collects the vector terms.

```lean
/-- Normal equations: the residuals of the explicit fit sum to zero, both plainly and
weighted by the step index. -/
theorem normal_equations {N : ℕ} (hN : 2 ≤ N) (y : ℕ → E) :
    ∑ k ∈ Icc 1 N, (y k - extrapolated N y - (k : ℝ) • slope N y) = 0 ∧
    ∑ k ∈ Icc 1 N, (k : ℝ) • (y k - extrapolated N y - (k : ℝ) • slope N y) = 0 := by
  have hR : (2 : ℝ) ≤ N := by exact_mod_cast hN
  have n0 : (N : ℝ) ≠ 0 := by linarith
  have n1 : (N : ℝ) - 1 ≠ 0 := by linarith
  have n2 : (N : ℝ) + 1 ≠ 0 := by linarith
  obtain ⟨s1, s2, -⟩ := power_sums N
  -- the two moments of the data, expressed through the fitted value and slope
  have h1 : ∑ k ∈ Icc 1 N, y k
      = (N : ℝ) • extrapolated N y + ((N : ℝ) * (N + 1) / 2) • slope N y := by
    simp only [extrapolated, slope, smul_sum, smul_smul]
    rw [← sum_add_distrib]
    refine sum_congr rfl fun k _ => ?_
    have h : (N : ℝ) * weight N k + (N : ℝ) * (N + 1) / 2 * slopeWeight N k = 1 := by
      unfold weight slopeWeight
      field_simp
      ring
    rw [← add_smul, h, one_smul]
  have h2 : ∑ k ∈ Icc 1 N, (k : ℝ) • y k
      = ((N : ℝ) * (N + 1) / 2) • extrapolated N y
        + ((N : ℝ) * (N + 1) * (2 * N + 1) / 6) • slope N y := by
    simp only [extrapolated, slope, smul_sum, smul_smul]
    rw [← sum_add_distrib]
    refine sum_congr rfl fun k _ => ?_
    have h : (N : ℝ) * (N + 1) / 2 * weight N k
        + (N : ℝ) * (N + 1) * (2 * N + 1) / 6 * slopeWeight N k = k := by
      unfold weight slopeWeight
      field_simp
      ring
    rw [← add_smul, h]
  constructor
  · rw [sum_sub_distrib, sum_sub_distrib, ← sum_smul, s1, h1, sum_const, Nat.card_Icc,
      Nat.add_sub_cancel, ← Nat.cast_smul_eq_nsmul ℝ]
    module
  · have e : ∀ k ∈ Icc 1 N, (k : ℝ) • (y k - extrapolated N y - (k : ℝ) • slope N y)
        = (k : ℝ) • y k - (k : ℝ) • extrapolated N y - ((k : ℝ) ^ 2) • slope N y :=
      fun k _ => by module
    rw [sum_congr rfl e, sum_sub_distrib, sum_sub_distrib, h2, ← sum_smul, ← sum_smul, s1, s2]
    module
```

## Any other line fits worse

For an arbitrary line $a+kb$, let $\delta_k=(\hat a-a)+k(\hat b-b)$ be its distance vector from the explicit fit at step $k$. Then $y_k-a-kb=r_k+\delta_k$, and

$$\sum_k\|r_k+\delta_k\|^2=\sum_k\|r_k\|^2+2\sum_k\langle r_k,\delta_k\rangle+\sum_k\|\delta_k\|^2 .$$

The middle sum vanishes by the normal equations:

$$\sum_k\langle r_k,\delta_k\rangle=\Big\langle\sum_k r_k,\ \hat a-a\Big\rangle+\Big\langle\sum_k k\,r_k,\ \hat b-b\Big\rangle=0 .$$

This is the step called `cross` below.

```lean
/-- The misfit of any line is the misfit of the explicit fit plus the summed squared
distance between the two lines. -/
theorem misfit_eq {N : ℕ} (hN : 2 ≤ N) (y : ℕ → E) (a b : E) :
    misfit N y a b = misfit N y (extrapolated N y) (slope N y)
      + ∑ k ∈ Icc 1 N, ‖(extrapolated N y - a) + (k : ℝ) • (slope N y - b)‖ ^ 2 := by
  obtain ⟨h1, h2⟩ := normal_equations hN y
  -- the residuals are orthogonal to every straight line
  have cross : ∑ k ∈ Icc 1 N, inner ℝ (y k - extrapolated N y - (k : ℝ) • slope N y)
      ((extrapolated N y - a) + (k : ℝ) • (slope N y - b)) = 0 := by
    calc _ = inner ℝ (∑ k ∈ Icc 1 N, (y k - extrapolated N y - (k : ℝ) • slope N y))
            (extrapolated N y - a)
          + inner ℝ (∑ k ∈ Icc 1 N, (k : ℝ) • (y k - extrapolated N y - (k : ℝ) • slope N y))
            (slope N y - b) := by
          rw [sum_inner, sum_inner, ← sum_add_distrib]
          refine sum_congr rfl fun k _ => ?_
          rw [inner_add_right, real_inner_smul_right, real_inner_smul_left]
      _ = 0 := by rw [h1, h2, inner_zero_left, inner_zero_left, add_zero]
  have e : ∀ k ∈ Icc 1 N, ‖y k - a - (k : ℝ) • b‖ ^ 2
      = ‖y k - extrapolated N y - (k : ℝ) • slope N y‖ ^ 2
        + 2 * inner ℝ (y k - extrapolated N y - (k : ℝ) • slope N y)
          ((extrapolated N y - a) + (k : ℝ) • (slope N y - b))
        + ‖(extrapolated N y - a) + (k : ℝ) • (slope N y - b)‖ ^ 2 := by
    intro k _
    rw [← norm_add_sq_real]
    congr 2
    module
  unfold misfit
  rw [sum_congr rfl e, sum_add_distrib, sum_add_distrib, ← mul_sum, cross]
  ring
```

The last sum, $\sum_k\|\delta_k\|^2$, is never negative, so $(\hat a,\hat b)$ is a minimizer. Conversely, if $(a,b)$ is a minimizer, that sum must be zero, and so must each $\delta_k$. Because $N\ge2$, both $k=1$ and $k=2$ are available, and

$$\hat b-b=\delta_2-\delta_1=0,\qquad \hat a-a=2\delta_1-\delta_2=0 .$$

The theorem puts both directions into one equivalence: a pair is at least as good as every other pair exactly when it equals the explicit one. The hypotheses `d1` and `d2` are $\delta_1=0$ and $\delta_2=0$.

```lean
/-- A line minimizes the misfit to `N ≥ 2` past Fock data exactly when its present value and
slope are the explicit weighted sums. -/
theorem minimizer_iff {N : ℕ} (hN : 2 ≤ N) (y : ℕ → E) (a b : E) :
    (∀ a' b', misfit N y a b ≤ misfit N y a' b') ↔
      a = extrapolated N y ∧ b = slope N y := by
  constructor
  · intro h
    have hle := h (extrapolated N y) (slope N y)
    rw [misfit_eq hN y a b] at hle
    have hs : ∑ k ∈ Icc 1 N,
        ‖(extrapolated N y - a) + (k : ℝ) • (slope N y - b)‖ ^ 2 = 0 :=
      le_antisymm (by linarith) (sum_nonneg fun k _ => sq_nonneg _)
    have hz : ∀ k ∈ Icc 1 N, (extrapolated N y - a) + (k : ℝ) • (slope N y - b) = 0 :=
      fun k hk => norm_eq_zero.1 ((pow_eq_zero_iff two_ne_zero).1
        ((sum_eq_zero_iff_of_nonneg (fun k _ => sq_nonneg _)).1 hs k hk))
    -- two lines that agree one and two steps back are the same
    have d1 := hz 1 (mem_Icc.2 ⟨by omega, by omega⟩)
    have d2 := hz 2 (mem_Icc.2 ⟨by omega, by omega⟩)
    simp only [Nat.cast_one, Nat.cast_ofNat] at d1 d2
    constructor
    · linear_combination (norm := module) d2 - d1 - d1
    · linear_combination (norm := module) d1 - d2
  · rintro ⟨rfl, rfl⟩ a' b'
    rw [misfit_eq hN y a' b']
    exact le_add_of_nonneg_right (sum_nonneg fun k _ => sq_nonneg _)
```

For a single real matrix element the norm is the absolute value, and the misfit is the ordinary sum of squares. The next statement takes any minimizing pair $(a,b)$ and returns

$$a=\frac{\sum_k(4N+2-6k)\,y_k}{N(N-1)} .$$

That such a pair exists, and that it is unique, is the previous theorem with $E=\mathbb R$.

```lean
/-- For a single real Fock-matrix element, the least-squares line has present value
`∑ (4N + 2 - 6k) y_k / (N (N - 1))`. -/
theorem fock_element {N : ℕ} (hN : 2 ≤ N) (y : ℕ → ℝ) (a b : ℝ)
    (h : ∀ a' b' : ℝ, ∑ k ∈ Icc 1 N, (y k - a - b * k) ^ 2
      ≤ ∑ k ∈ Icc 1 N, (y k - a' - b' * k) ^ 2) :
    a = (∑ k ∈ Icc 1 N, (4 * (N : ℝ) + 2 - 6 * k) * y k) / (N * (N - 1)) := by
  have e : ∀ a b : ℝ, misfit N y a b = ∑ k ∈ Icc 1 N, (y k - a - b * k) ^ 2 := by
    intro a b
    refine sum_congr rfl fun k _ => ?_
    rw [Real.norm_eq_abs, sq_abs, smul_eq_mul]
    ring
  have ha := ((minimizer_iff hN y a b).1 fun a' b' => by rw [e, e]; exact h a' b').1
  rw [ha, extrapolated, sum_div]
  refine sum_congr rfl fun k _ => ?_
  rw [weight, smul_eq_mul]
  ring
```

## Response to curvature and to noise

The power sums give the moments of the weights:

$$\sum_k w_k=\frac{(4N+2)N-3N(N+1)}{N(N-1)}=1,$$

$$\sum_k w_k k=\frac{(2N+1)N(N+1)-N(N+1)(2N+1)}{N(N-1)}=0,$$

$$\sum_k w_kk^2=\frac{\tfrac{(4N+2)N(N+1)(2N+1)}{6}-\tfrac{3N^2(N+1)^2}{2}}{N(N-1)}=-\frac{(N+1)(N+2)}6 .$$

In Lean a general formula for the $p$-th moment is set up first and then evaluated at $p=0,1,2$.

```lean
/-- The zeroth, first and second moments of the extrapolation weights. -/
theorem weight_moments {N : ℕ} (hN : 2 ≤ N) :
    ∑ k ∈ Icc 1 N, weight N k = 1 ∧
    ∑ k ∈ Icc 1 N, weight N k * k = 0 ∧
    ∑ k ∈ Icc 1 N, weight N k * (k : ℝ) ^ 2 = -((N + 1) * (N + 2) / 6) := by
  have hR : (2 : ℝ) ≤ N := by exact_mod_cast hN
  have hD : (N : ℝ) * (N - 1) ≠ 0 := mul_ne_zero (by linarith) (by linarith)
  obtain ⟨s1, s2, s3⟩ := power_sums N
  have h : ∀ p : ℕ, ∑ k ∈ Icc 1 N, weight N k * (k : ℝ) ^ p
      = ((4 * N + 2) * ∑ k ∈ Icc 1 N, (k : ℝ) ^ p
        - 6 * ∑ k ∈ Icc 1 N, (k : ℝ) ^ (p + 1)) / (N * (N - 1)) := by
    intro p
    rw [mul_sum, mul_sum, ← sum_sub_distrib, sum_div]
    refine sum_congr rfl fun k _ => ?_
    unfold weight
    ring
  have h0 := h 0
  have h1 := h 1
  have h2 := h 2
  simp only [pow_zero, zero_add, pow_one, mul_one, sum_const, Nat.card_Icc,
    Nat.add_sub_cancel, nsmul_eq_mul, s1] at h0
  simp only [pow_one, Nat.reduceAdd, s1, s2] at h1
  simp only [Nat.reduceAdd, s2, s3] at h2
  refine ⟨?_, ?_, ?_⟩
  · rw [h0, div_eq_iff hD]; ring
  · rw [h1, div_eq_iff hD]; ring
  · rw [h2, div_eq_iff hD]; ring
```

Now let the history be exactly quadratic, $y_k=c+k\,d+k^2e$ with $c,d,e\in E$. Multiplying by $w_k$ and summing gives

$$\hat a=c-\frac{(N+1)(N+2)}6\,e .$$

Constant and linear histories, with $e=0$, are therefore continued exactly. Curvature produces an error that grows with the length of the history.

```lean
/-- On a quadratic history `c + k d + k² e` the extrapolated value differs from the present
value `c` by `-(N + 1)(N + 2)/6` times `e`. -/
theorem quadratic_history {N : ℕ} (hN : 2 ≤ N) (y : ℕ → E) (c d e : E)
    (hy : ∀ k ∈ Icc 1 N, y k = c + (k : ℝ) • d + ((k : ℝ) ^ 2) • e) :
    extrapolated N y = c - (((N : ℝ) + 1) * (N + 2) / 6) • e := by
  obtain ⟨m0, m1, m2⟩ := weight_moments hN
  have h : ∀ k ∈ Icc 1 N, weight N k • y k
      = weight N k • c + (weight N k * k) • d + (weight N k * (k : ℝ) ^ 2) • e := by
    intro k hk
    rw [hy k hk]
    module
  rw [extrapolated, sum_congr rfl h, sum_add_distrib, sum_add_distrib,
    ← sum_smul, ← sum_smul, ← sum_smul, m0, m1, m2]
  module
```

For the squared weights, one factor is written out and the first two moments are used:

$$\sum_kw_k^2=\frac{4N+2}{N(N-1)}\sum_kw_k-\frac{6}{N(N-1)}\sum_kw_kk=\frac{4N+2}{N(N-1)} .$$

If the stored elements carried independent errors of equal variance, this number would be the factor by which that variance passes into the extrapolated element. It is 5 for $N=2$ and falls as $N$ grows, while the curvature error rises. Errors left by incomplete SCF convergence are often correlated from step to step, so the factor is only a guide there.

```lean
/-- The sum of the squared extrapolation weights is `(4N + 2)/(N (N - 1))`. -/
theorem noise_amplification {N : ℕ} (hN : 2 ≤ N) :
    ∑ k ∈ Icc 1 N, weight N k ^ 2 = (4 * N + 2) / (N * (N - 1)) := by
  obtain ⟨m0, m1, -⟩ := weight_moments hN
  have h : ∀ k ∈ Icc 1 N, weight N k ^ 2
      = (4 * N + 2) / (N * (N - 1)) * weight N k
        - 6 / (N * (N - 1)) * (weight N k * k) := by
    intro k _
    unfold weight
    ring
  rw [sum_congr rfl h, sum_sub_distrib, ← mul_sum, ← mul_sum, m0, m1]
  ring
```

The shortest history has $w_1=2$ and $w_2=-1$. The line then passes through both points, and the rule is $\hat a=2y_1-y_2$.

```lean
/-- With two past steps the extrapolated value is `2 y₁ - y₂`. -/
theorem two_point (y : ℕ → E) : extrapolated 2 y = (2 : ℝ) • y 1 - y 2 := by
  have hI : Icc 1 2 = ({1, 2} : Finset ℕ) := by decide
  have w1 : weight 2 1 = 2 := by norm_num [weight]
  have w2 : weight 2 2 = -1 := by norm_num [weight]
  rw [extrapolated, hI, sum_pair (by norm_num), w1, w2]
  module

end

end FockExtrapolation
```

```lean
#print axioms FockExtrapolation.fock_element
#print axioms FockExtrapolation.quadratic_history
#print axioms FockExtrapolation.noise_amplification
#print axioms FockExtrapolation.two_point
```

```
'FockExtrapolation.fock_element' depends on axioms: [propext, Classical.choice, Quot.sound]
'FockExtrapolation.quadratic_history' depends on axioms: [propext, Classical.choice, Quot.sound]
'FockExtrapolation.noise_amplification' depends on axioms: [propext, Classical.choice, Quot.sound]
'FockExtrapolation.two_point' depends on axioms: [propext, Classical.choice, Quot.sound]
```

## In a molecular dynamics code

In Born–Oppenheimer dynamics the formula can supply the starting Fock matrix of the next SCF cycle, as a linear fit to a finite history that knows nothing of the electronic structure behind it. The program keeps the last $N$ converged Fock matrices, newest first, and computes the weights once. At each new geometry it forms the weighted sum, solves the eigenvalue problem with the current overlap matrix, fills the orbitals and starts iterating from the resulting density. The slope is never needed. If the storage index $j$ starts at zero, then $k=j+1$ and the weight is $(4N-4-6j)/(N(N-1))$. For $N=3$ the weights are $4/3$, $1/3$ and $-2/3$.

During start-up, the first step needs an ordinary initial guess and the second can reuse the single stored matrix. From the third step on, the formula applies with $N$ set to the number of matrices stored, up to the chosen maximum.

With atom-centred basis functions, the stored elements refer to functions that have since moved with the atoms. The fit treats them as plain numbers and makes no correction for this.

The quality of the guess affects the number of SCF iterations. It can also affect energy conservation: when the SCF cycle is stopped early, the forces retain some memory of the guess, and using this weighted sum of past SCF results as the guess is in general not time-reversible, which can show up as energy drift. The least-squares property gives no bound on that drift.
